# The joint density 6(x − y)² of two transmission eigenvalues on the unit square is normalised

The declaration concerns two transmission eigenvalues x and y, each between 0 and 1, whose joint law has density 6(x − y)² with respect to Lebesgue measure on the unit square. It states that this law is a probability measure, that is, that its total mass is 1. The density is taken as the definition of the model and is not derived from a scattering matrix. The attempt takes the closed formula for the mixed moments, sets both exponents to zero so that the integrand becomes 1, and reads the total mass off the result.

An attempt in Lean 4 with a fault in it:

```lean
import Mathlib

open MeasureTheory Set

namespace ChaoticCavityTwoChannels

noncomputable section

/-- The joint density `6 (x - y)²` of the two transmission eigenvalues. -/
def cavityDensity (z : ℝ × ℝ) : ℝ := 6 * (z.1 - z.2) ^ 2

/-- The joint law of the two transmission eigenvalues: Lebesgue measure on the unit square,
weighted by `cavityDensity`. -/
def cavityLaw : Measure (ℝ × ℝ) :=
  (volume.restrict (Icc (0 : ℝ) 1 ×ˢ Icc (0 : ℝ) 1)).withDensity
    (fun z => ENNReal.ofReal (cavityDensity z))

lemma continuous_cavityDensity : Continuous cavityDensity := by
  unfold cavityDensity
  fun_prop

lemma measurable_weight : Measurable (fun z => ENNReal.ofReal (cavityDensity z)) :=
  continuous_cavityDensity.measurable.ennreal_ofReal

lemma weight_smul (f : ℝ × ℝ → ℝ) (z : ℝ × ℝ) :
    (ENNReal.ofReal (cavityDensity z)).toReal • f z = cavityDensity z * f z := by
  have h : 0 ≤ cavityDensity z := by
    unfold cavityDensity
    positivity
  rw [ENNReal.toReal_ofReal h, smul_eq_mul]

lemma integrableOn_square {f : ℝ × ℝ → ℝ} (hf : Continuous f) :
    IntegrableOn (fun z => cavityDensity z * f z) (Icc (0 : ℝ) 1 ×ˢ Icc (0 : ℝ) 1) volume :=
  (continuous_cavityDensity.mul hf).continuousOn.integrableOn_compact
    (isCompact_Icc.prod isCompact_Icc)

/-- The ensemble average of a continuous observable is its iterated integral over the unit
square, weighted by the joint density. -/
theorem average_eq_iterated (f : ℝ × ℝ → ℝ) (hf : Continuous f) :
    ∫ z, f z ∂cavityLaw =
      ∫ x in (0 : ℝ)..1, ∫ y in (0 : ℝ)..1, cavityDensity (x, y) * f (x, y) := by
  unfold cavityLaw
  rw [integral_withDensity_eq_integral_toReal_smul measurable_weight
    (ae_of_all _ fun _ => ENNReal.ofReal_lt_top)]
  simp only [weight_smul]
  -- Fubini on the unit square
  have hint := integrableOn_square hf
  rw [Measure.volume_eq_prod] at hint ⊢
  rw [setIntegral_prod _ hint]
  simp only [intervalIntegral.integral_of_le (zero_le_one' ℝ), integral_Icc_eq_integral_Ioc]

lemma integral_three_powers (k : ℕ) (a b c : ℝ) :
    ∫ t in (0 : ℝ)..1, (a * t ^ k + b * t ^ (k + 1) + c * t ^ (k + 2)) =
      a / (k + 1) + b / (k + 2) + c / (k + 3) := by
  have h1 : ∀ (r : ℝ) (j : ℕ), IntervalIntegrable (fun t : ℝ => r * t ^ j) volume 0 1 :=
    fun r j => Continuous.intervalIntegrable (by fun_prop) _ _
  have h2 : IntervalIntegrable (fun t : ℝ => a * t ^ k + b * t ^ (k + 1)) volume 0 1 :=
    Continuous.intervalIntegrable (by fun_prop) _ _
  have hz : ∀ j : ℕ, (0 : ℝ) ^ (j + 1) = 0 := fun j => by simp
  rw [intervalIntegral.integral_add h2 (h1 c (k + 2)),
    intervalIntegral.integral_add (h1 a k) (h1 b (k + 1))]
  simp only [intervalIntegral.integral_const_mul, integral_pow, one_pow, hz, sub_zero]
  push_cast
  ring

/-- All mixed moments of the two transmission eigenvalues in closed form. -/
theorem mixed_moment (m n : ℕ) :
    ∫ z, z.1 ^ m * z.2 ^ n ∂cavityLaw =
      6 * (1 / ((m + 3) * (n + 1)) - 2 / ((m + 2) * (n + 2)) + 1 / ((m + 1) * (n + 3))) := by
  rw [average_eq_iterated (fun z => z.1 ^ m * z.2 ^ n) (by fun_prop)]
  simp only [cavityDensity]
  -- integrate over the second eigenvalue first
  have h : ∀ x : ℝ, ∫ y in (0 : ℝ)..1, 6 * (x - y) ^ 2 * (x ^ m * y ^ n) =
      6 / (n + 3) * x ^ m + -12 / (n + 2) * x ^ (m + 1) + 6 / (n + 1) * x ^ (m + 2) := by
    intro x
    have e : (fun y : ℝ => 6 * (x - y) ^ 2 * (x ^ m * y ^ n)) = fun y =>
        (6 * x ^ (m + 2)) * y ^ n + (-12 * x ^ (m + 1)) * y ^ (n + 1)
          + (6 * x ^ m) * y ^ (n + 2) := by
      funext y
      ring
    rw [e, integral_three_powers]
    ring
  simp only [h]
  rw [integral_three_powers]
  field_simp
  ring

/-- The joint law of the two transmission eigenvalues is normalised. -/
theorem cavityLaw_isProbabilityMeasure : IsProbabilityMeasure cavityLaw := by
  have h := mixed_moment 0 0
  norm_num [Measure.real] at h
  exact ⟨h⟩

end

end ChaoticCavityTwoChannels
```

Messages:

```
Main.lean:92:9: error: Application type mismatch: The argument
  h
has type
  (cavityLaw univ).toReal = 1
but is expected to have type
  cavityLaw univ = 1
in the application
  { measure_univ := h }
```

The repair, with which the file compiles:

```diff
@@ -90,5 +90,5 @@
   have h := mixed_moment 0 0
   norm_num [Measure.real] at h
-  exact ⟨h⟩
+  exact ⟨(ENNReal.toReal_eq_one_iff _).1 h⟩
 
 end
```

Diagnosis. The message says that `h` is an equation between real numbers, `(cavityLaw univ).toReal = 1`, where the field `measure_univ` of `IsProbabilityMeasure` needs `cavityLaw univ = 1`, an equation between extended non-negative reals.

The real number comes from the moment formula, which is about a real-valued integral. With both exponents zero, that integral is the total mass converted to a real number, and `norm_num [Measure.real]` displays the conversion as `toReal`. The anonymous constructor `⟨h⟩` does not remove it, so the types do not match.

The step from one equation to the other is valid but needs a lemma. `toReal` sends infinity to 0, so a mass whose real value is 1 cannot be infinite and must itself be 1. This is the forward direction of `ENNReal.toReal_eq_one_iff`, which the repair selects with `.1` and applies to `h`. The result has exactly the type that `measure_univ` expects.
